# Summing a one-dimensional cusp density on a uniform grid: the sign of the error depends on where the nucleus sits

Take the density $\rho_s(x)=e^{-2Z|x-s|}$, which has a cusp at a nucleus at position $s$. The constant $Z>0$ sets the decay, as the nuclear charge does in atomic units for the 1s density, proportional to $e^{-2Zr}$, of a hydrogen-like atom. The grid points are $jh$, with spacing $h>0$ and $j$ running over all integers. I approximate $\int\rho_s\,dx$ by $h\sum_j\rho_s(jh)$. I expected the grid to lose charge, because it usually misses the tip of the cusp. Can it also give too much, just because the atom has moved by a fraction of $h$? And does a finer grid remove the sign change?

## Too much charge near a grid point, too little near the midpoint

Yes, it can give too much, and the sign change persists at every spacing $h>0$; refinement shrinks the largest error over all nuclear positions, though at a fixed position the error need not fall at every step. Call the grid sum minus the exact integral the egg-box error $E(s)$, and let $0\le s\le h$.

**Grid sum.** For $j=-n\le 0$ the distance to the nucleus is $nh+s$; for $j=n+1\ge 1$ it is $nh+(h-s)$. Both halves are geometric series with ratio $e^{-2Zh}$, so
$$h\sum_j\rho_s(jh)=h\,\frac{e^{-2Zs}+e^{-2Z(h-s)}}{1-e^{-2Zh}}=\frac{h\cosh(Z(h-2s))}{\sinh(Zh)},$$
after cancelling $e^{-Zh}$. Moving the nucleus by $h$ only relabels the grid points, so one cell describes every position.

**Integral.** Translation and reflection give $2\int_0^\infty e^{-2Zu}\,du=1/Z$.

**Sign.** By the mean value theorem for $\sinh$ there is a $c$ in $(0,Zh)$ with $\cosh c=\sinh(Zh)/(Zh)$. Then $1/Z=h\cosh c/\sinh(Zh)$, and
$$E(s)=\frac{h}{\sinh(Zh)}\bigl[\cosh(Z(h-2s))-\cosh c\bigr].$$
Since $\cosh$ is even and grows with the absolute value of its argument, $E(s)>0$ exactly when $|s-h/2|>d$, and $E(s)<0$ exactly when $|s-h/2|<d$, where $d=c/(2Z)<h/2$. In particular $E(0)>0>E(h/2)$.

**Size and average.** The half-angle formulas give
$$E(0)-E(h/2)=h\,\frac{\cosh(Zh)-1}{\sinh(Zh)}=h\tanh(Zh/2).$$
Over one cell the grid sum integrates to
$$\frac{h}{\sinh(Zh)}\left[-\frac{\sinh(Z(h-2s))}{2Z}\right]_0^h=\frac hZ,$$
which equals the integral of the constant $1/Z$, so the error averages to zero.

For $Zh\to0$, $E(0)\approx Zh^2/3$, $E(h/2)\approx-Zh^2/6$ and $d\approx h/(2\sqrt3)$. The density is unnormalised; for one electron, multiply it and all the errors by $Z$.

In the Lean file, `cuspDensity Z s x` is $\rho_s(x)$, `gridSum` is the sum over all of `ℤ` times $h$, and `eggBoxError` subtracts the actual Lebesgue integral, so neither value is postulated. `hasSum_cuspDensity` says that the series converges to the closed form for $0\le s\le h$, and `gridSum_periodic` carries the result to other cells. `eggBoxError_sign` states the existence of $d$ and both equivalences.

```lean
import Mathlib

open MeasureTheory

namespace CuspEggBox

noncomputable section

/-- The one-dimensional cusp density `exp(-2Z|x - s|)` of a nucleus at position `s`. -/
def cuspDensity (Z s x : ℝ) : ℝ := Real.exp (-(2 * Z * |x - s|))

/-- The uniform-grid approximation, with spacing `h`, to the integral of the cusp density. -/
def gridSum (Z h s : ℝ) : ℝ := h * ∑' j : ℤ, cuspDensity Z s (j * h)

/-- The egg-box error: the grid sum minus the exact integral of the cusp density. -/
def eggBoxError (Z h s : ℝ) : ℝ := gridSum Z h s - ∫ x, cuspDensity Z s x

/-- For `Z, h > 0` and a nucleus in the cell `0 ≤ s ≤ h`, the density values at the grid
points form a convergent series with sum `cosh(Z(h - 2s)) / sinh(Zh)`. -/
theorem hasSum_cuspDensity {Z h s : ℝ} (hZ : 0 < Z) (hh : 0 < h) (hs0 : 0 ≤ s)
    (hsh : s ≤ h) :
    HasSum (fun j : ℤ => cuspDensity Z s (j * h))
      (Real.cosh (Z * (h - 2 * s)) / Real.sinh (Z * h)) := by
  have hx : 0 < Z * h := mul_pos hZ hh
  have hS : Real.sinh (Z * h) ≠ 0 := (Real.sinh_pos_iff.2 hx).ne'
  have hgeo := hasSum_geometric_of_lt_one (Real.exp_pos (-(2 * (Z * h)))).le
    (Real.exp_lt_one_iff.2 (by linarith))
  -- grid points at or to the left of the origin
  have hleft : HasSum (fun n : ℕ => cuspDensity Z s (((-(n : ℤ) : ℤ) : ℝ) * h))
      (Real.exp (-(2 * Z * s)) * (1 - Real.exp (-(2 * (Z * h))))⁻¹) := by
    have key : ∀ n : ℕ, cuspDensity Z s (((-(n : ℤ) : ℤ) : ℝ) * h)
        = Real.exp (-(2 * Z * s)) * Real.exp (-(2 * (Z * h))) ^ n := by
      intro n
      have hn : 0 ≤ (n : ℝ) * h := by positivity
      have habs : |((-(n : ℤ) : ℤ) : ℝ) * h - s| = n * h + s := by
        rw [abs_of_nonpos (by push_cast; linarith)]
        push_cast
        ring
      rw [cuspDensity, habs, ← Real.exp_nat_mul, ← Real.exp_add]
      congr 1
      ring
    rw [funext key]
    exact hgeo.mul_left _
  -- grid points to the right of the origin
  have hright : HasSum (fun n : ℕ => cuspDensity Z s (((-(-((n : ℤ) + 1)) : ℤ) : ℝ) * h))
      (Real.exp (-(2 * Z * (h - s))) * (1 - Real.exp (-(2 * (Z * h))))⁻¹) := by
    have key : ∀ n : ℕ, cuspDensity Z s (((-(-((n : ℤ) + 1)) : ℤ) : ℝ) * h)
        = Real.exp (-(2 * Z * (h - s))) * Real.exp (-(2 * (Z * h))) ^ n := by
      intro n
      have hn : 0 ≤ (n : ℝ) * h := by positivity
      have habs : |((-(-((n : ℤ) + 1)) : ℤ) : ℝ) * h - s| = n * h + (h - s) := by
        rw [abs_of_nonneg (by push_cast; linarith)]
        push_cast
        ring
      rw [cuspDensity, habs, ← Real.exp_nat_mul, ← Real.exp_add]
      congr 1
      ring
    rw [funext key]
    exact hgeo.mul_left _
  have hall := HasSum.of_nat_of_neg_add_one
    (f := fun j : ℤ => cuspDensity Z s (((-j : ℤ) : ℝ) * h)) hleft hright
  have hj := ((Equiv.neg ℤ).hasSum_iff
    (f := fun j : ℤ => cuspDensity Z s ((j : ℝ) * h))).1 hall
  convert hj using 1
  -- a common factor exp(-Zh) turns the exponentials into cosh and sinh
  have hnum : Real.exp (-(2 * Z * s)) + Real.exp (-(2 * Z * (h - s)))
      = Real.exp (-(Z * h)) * (2 * Real.cosh (Z * (h - 2 * s))) := by
    rw [Real.cosh_eq, mul_div_cancel₀ _ (two_ne_zero), mul_add, ← Real.exp_add,
      ← Real.exp_add]
    congr 2 <;> ring
  have hden : 1 - Real.exp (-(2 * (Z * h)))
      = Real.exp (-(Z * h)) * (2 * Real.sinh (Z * h)) := by
    rw [Real.sinh_eq, mul_div_cancel₀ _ (two_ne_zero), mul_sub, ← Real.exp_add,
      ← Real.exp_add, neg_add_cancel, Real.exp_zero]
    congr 2
    ring
  rw [← add_mul, hnum, hden]
  field_simp

/-- For `Z, h > 0` and `0 ≤ s ≤ h`, the grid sum is `h cosh(Z(h - 2s)) / sinh(Zh)`. -/
theorem gridSum_eq {Z h s : ℝ} (hZ : 0 < Z) (hh : 0 < h) (hs0 : 0 ≤ s) (hsh : s ≤ h) :
    gridSum Z h s = h * Real.cosh (Z * (h - 2 * s)) / Real.sinh (Z * h) := by
  rw [gridSum, (hasSum_cuspDensity hZ hh hs0 hsh).tsum_eq, mul_div_assoc]

/-- Moving the nucleus by one grid spacing leaves the grid sum unchanged. -/
theorem gridSum_periodic (Z h s : ℝ) : gridSum Z h (s + h) = gridSum Z h s := by
  unfold gridSum
  rw [← (Equiv.addRight (1 : ℤ)).tsum_eq (fun j : ℤ => cuspDensity Z (s + h) (j * h))]
  congr 1
  refine tsum_congr fun j => ?_
  simp only [Equiv.coe_addRight, cuspDensity]
  congr 4
  push_cast
  ring

/-- For `Z > 0` the exact integral of the cusp density is `1/Z`, wherever the nucleus is. -/
theorem integral_cuspDensity {Z : ℝ} (hZ : 0 < Z) (s : ℝ) :
    ∫ x, cuspDensity Z s x = 1 / Z := by
  unfold cuspDensity
  rw [integral_sub_right_eq_self (fun x : ℝ => Real.exp (-(2 * Z * |x|))) s,
    integral_comp_abs (f := fun x : ℝ => Real.exp (-(2 * Z * x))),
    integral_comp_mul_left_Ioi (fun x : ℝ => Real.exp (-x)) 0 (by positivity : 0 < 2 * Z),
    mul_zero, integral_exp_neg_Ioi_zero, smul_eq_mul]
  field_simp

/-- For `Z, h > 0` there is a distance `d` between `0` and `h/2` such that, for a nucleus in
the cell `0 ≤ s ≤ h`, the egg-box error is positive exactly when the nucleus is farther than
`d` from the cell midpoint, and negative exactly when it is nearer. -/
theorem eggBoxError_sign {Z h : ℝ} (hZ : 0 < Z) (hh : 0 < h) :
    ∃ d : ℝ, 0 < d ∧ d < h / 2 ∧ ∀ s, 0 ≤ s → s ≤ h →
      (0 < eggBoxError Z h s ↔ d < |s - h / 2|) ∧
      (eggBoxError Z h s < 0 ↔ |s - h / 2| < d) := by
  have hx : 0 < Z * h := mul_pos hZ hh
  have hS : 0 < Real.sinh (Z * h) := Real.sinh_pos_iff.2 hx
  -- the mean value theorem supplies cosh c = sinh(Zh)/(Zh)
  obtain ⟨c, ⟨hc0, hcx⟩, hc⟩ := exists_hasDerivAt_eq_slope Real.sinh Real.cosh hx
    Real.continuous_sinh.continuousOn (fun t _ => Real.hasDerivAt_sinh t)
  rw [Real.sinh_zero, sub_zero, sub_zero] at hc
  have h2Z : 0 < 2 * Z := by positivity
  refine ⟨c / (2 * Z), by positivity, ?_, fun s hs0 hsh => ?_⟩
  · rw [div_lt_iff₀ h2Z]
    linarith
  have hp : 0 < h / Real.sinh (Z * h) := div_pos hh hS
  have herr : eggBoxError Z h s = h / Real.sinh (Z * h) *
      (Real.cosh (Z * (h - 2 * s)) - Real.cosh c) := by
    have e : h / Real.sinh (Z * h) * (Real.sinh (Z * h) / (Z * h)) = 1 / Z := by
      field_simp
    rw [eggBoxError, gridSum_eq hZ hh hs0 hsh, integral_cuspDensity hZ, hc]
    linear_combination e
  have habs : |Z * (h - 2 * s)| = 2 * Z * |s - h / 2| := by
    rw [show Z * (h - 2 * s) = -(2 * Z) * (s - h / 2) by ring, abs_mul, abs_neg,
      abs_of_pos h2Z]
  constructor
  · rw [herr, mul_pos_iff_of_pos_left hp, sub_pos, Real.cosh_lt_cosh, habs,
      abs_of_pos hc0, div_lt_iff₀ h2Z, mul_comm (2 * Z)]
  · rw [herr, ← neg_pos, ← mul_neg, mul_pos_iff_of_pos_left hp, neg_pos, sub_neg,
      Real.cosh_lt_cosh, habs, abs_of_pos hc0, lt_div_iff₀ h2Z, mul_comm (2 * Z)]

/-- For `Z, h > 0` the grid sum exceeds the exact integral when the nucleus sits at the grid point
`0`, and lies below it when the nucleus sits at the cell midpoint `h/2`. -/
theorem eggBoxError_changes_sign {Z h : ℝ} (hZ : 0 < Z) (hh : 0 < h) :
    0 < eggBoxError Z h 0 ∧ eggBoxError Z h (h / 2) < 0 := by
  obtain ⟨d, hd0, hdh, H⟩ := eggBoxError_sign hZ hh
  constructor
  · refine (H 0 le_rfl hh.le).1.2 ?_
    rw [zero_sub, abs_neg, abs_of_pos (half_pos hh)]
    exact hdh
  · refine (H (h / 2) (half_pos hh).le (half_le_self hh.le)).2.2 ?_
    rw [sub_self, abs_zero]
    exact hd0

/-- For `Z, h > 0` the grid sum with the nucleus at the grid point `0` exceeds the grid sum with the
nucleus at the cell midpoint `h/2` by `h tanh(Zh/2)`. -/
theorem gridSum_sub_midpoint {Z h : ℝ} (hZ : 0 < Z) (hh : 0 < h) :
    gridSum Z h 0 - gridSum Z h (h / 2) = h * Real.tanh (Z * h / 2) := by
  have hS : Real.sinh (Z * h / 2) ≠ 0 := (Real.sinh_pos_iff.2 (by positivity)).ne'
  have hC : Real.cosh (Z * h / 2) ≠ 0 := (Real.cosh_pos _).ne'
  have hdouble : Real.sinh (Z * h)
      = 2 * Real.sinh (Z * h / 2) * Real.cosh (Z * h / 2) := by
    rw [← Real.sinh_two_mul]
    congr 1
    ring
  rw [gridSum_eq hZ hh le_rfl hh.le,
    gridSum_eq hZ hh (half_pos hh).le (half_le_self hh.le), hdouble,
    show Z * (h - 2 * 0) = 2 * (Z * h / 2) by ring,
    show Z * (h - 2 * (h / 2)) = 0 by ring, Real.cosh_two_mul, Real.cosh_zero,
    Real.cosh_sq, Real.tanh_eq_sinh_div_cosh, ← sub_div, ← mul_div_assoc,
    div_eq_div_iff (mul_ne_zero (mul_ne_zero two_ne_zero hS) hC) hC]
  ring

/-- For `Z, h > 0` the egg-box error integrates to zero over the nuclear positions `s` from `0` to
`h`. -/
theorem integral_eggBoxError {Z h : ℝ} (hZ : 0 < Z) (hh : 0 < h) :
    ∫ s in (0 : ℝ)..h, eggBoxError Z h s = 0 := by
  have hS : Real.sinh (Z * h) ≠ 0 := (Real.sinh_pos_iff.2 (mul_pos hZ hh)).ne'
  have hcongr : Set.EqOn (fun s => eggBoxError Z h s)
      (fun s => h * Real.cosh (Z * (h - 2 * s)) / Real.sinh (Z * h) - 1 / Z)
      (Set.uIcc 0 h) := by
    intro s hs
    rw [Set.uIcc_of_le hh.le] at hs
    simp only [eggBoxError]
    rw [gridSum_eq hZ hh hs.1 hs.2, integral_cuspDensity hZ]
  -- an explicit antiderivative of the error
  have hF : ∀ s ∈ Set.uIcc 0 h, HasDerivAt
      (fun s : ℝ => -(h / (2 * Z * Real.sinh (Z * h))) * Real.sinh (Z * (h - 2 * s)) - s / Z)
      (h * Real.cosh (Z * (h - 2 * s)) / Real.sinh (Z * h) - 1 / Z) s := by
    intro s _
    have hin : HasDerivAt (fun s : ℝ => Z * (h - 2 * s)) (Z * (-2)) s :=
      ((((hasDerivAt_id' s).const_mul 2).const_sub h).const_mul Z).congr_deriv (by ring)
    have e : -(h / (2 * Z * Real.sinh (Z * h))) * (Z * (-2)) = h / Real.sinh (Z * h) := by
      field_simp
    refine ((hin.sinh.const_mul (-(h / (2 * Z * Real.sinh (Z * h))))).fun_sub
      ((hasDerivAt_id' s).div_const Z)).congr_deriv ?_
    linear_combination Real.cosh (Z * (h - 2 * s)) * e
  have hcosh : Continuous fun s : ℝ => Real.cosh (Z * (h - 2 * s)) :=
    Real.continuous_cosh.comp (by fun_prop)
  have hcont : Continuous fun s : ℝ =>
      h * Real.cosh (Z * (h - 2 * s)) / Real.sinh (Z * h) - 1 / Z :=
    ((continuous_const.mul hcosh).div_const _).sub continuous_const
  have e2 : h / (2 * Z * Real.sinh (Z * h)) * Real.sinh (Z * h) = h / (2 * Z) := by
    field_simp
  rw [intervalIntegral.integral_congr hcongr,
    intervalIntegral.integral_eq_sub_of_hasDerivAt hF (hcont.intervalIntegrable _ _),
    show Z * (h - 2 * h) = -(Z * h) by ring, show Z * (h - 2 * 0) = Z * h by ring,
    Real.sinh_neg]
  linear_combination 2 * e2

end

end CuspEggBox
```

```lean
#print axioms CuspEggBox.integral_cuspDensity
-- 'CuspEggBox.integral_cuspDensity' depends on axioms: [propext, Classical.choice, Quot.sound]
#print axioms CuspEggBox.eggBoxError_changes_sign
-- 'CuspEggBox.eggBoxError_changes_sign' depends on axioms: [propext, Classical.choice, Quot.sound]
#print axioms CuspEggBox.gridSum_sub_midpoint
-- 'CuspEggBox.gridSum_sub_midpoint' depends on axioms: [propext, Classical.choice, Quot.sound]
#print axioms CuspEggBox.integral_eggBoxError
-- 'CuspEggBox.integral_eggBoxError' depends on axioms: [propext, Classical.choice, Quot.sound]
```

In `hasSum_cuspDensity`, `hleft` and `hright` are the two geometric series. `HasSum.of_nat_of_neg_add_one` joins them for the reflected index $-j$, and `Equiv.neg` undoes the reflection; `hnum` and `hden` extract the common factor $e^{-Zh}$. `gridSum_eq` multiplies by $h$.

`integral_cuspDensity` translates, reflects and rescales in turn. In `eggBoxError_sign`, `exists_hasDerivAt_eq_slope` supplies $c$, `herr` is the factorised error, and `Real.cosh_lt_cosh` turns the comparison of cosines hyperbolic into one of absolute values. `eggBoxError_changes_sign` evaluates this at the two positions, and `gridSum_sub_midpoint` uses the double-angle formulas. `integral_eggBoxError` replaces the error by its closed form on the cell, then checks the antiderivative `hF` and evaluates it at the ends.

For real-space electronic-structure grids this shows how a total can vary with atom position although the exact one does not, in a model with one bare exponential in one dimension and an infinite grid. Three-dimensional cusps, smoothed densities and energies need their own analysis.

The same splitting handles alternating signs: for $0\le s\le h$, $\sum_j(-1)^j\rho_s(jh)=\sinh(Z(h-2s))/\cosh(Zh)$, the imbalance between even and odd grid points. It vanishes at the midpoint, as symmetry requires.
